# A function with Lipschitz constant L multiplies the variance of a finite-dimensional observable by at most L²

## When the slope at the mean misleads

Linear error propagation estimates the variance of $f(A)$ as $f'(\langle A\rangle)^2\,\mathrm{Var}(A)$. Take levels $-1, 0, 2$ with populations $\tfrac12,\tfrac14,\tfrac14$. Then $\langle A\rangle=0$ and $\mathrm{Var}(A)=\tfrac32$. For $f(x)=x^2$ the slope at the mean is zero, so the estimate is zero, yet $\mathrm{Var}(A^2)=\tfrac12+4-\tfrac94=\tfrac94$.

A safe bound uses the steepest slope between levels instead of the slope at the mean. In a finite-dimensional quantum model, the standard deviation of a derived observable $f(A)$ in a pure state is at most the absolute value of this slope times the standard deviation of $A$.

## The bound and its equality case

Let $e_i$ be an orthonormal eigenbasis of $A$ with real eigenvalues $a_i$, and define $f(A)e_i=f(a_i)e_i$. For a unit vector $\psi$, put
$$\mathrm{Var}(T)=\|T\psi-\langle\psi,T\psi\rangle\psi\|^2 .$$
For Hermitian $T$ this is $\langle T^2\rangle-\langle T\rangle^2$. If $|f(a_i)-f(a_j)|\le L|a_i-a_j|$ for all $i,j$, then
$$\mathrm{Var}(f(A))\le L^2\,\mathrm{Var}(A).$$
Equality holds exactly when $|f(a_i)-f(a_j)|=L|a_i-a_j|$ for every two levels with nonzero amplitude.

The operator $f(A)$ does not depend on the eigenbasis. If $e'_j$ is another one, with eigenvalues $a'_j$, then $a_i\langle e_i,e'_j\rangle=\langle e_i,Ae'_j\rangle=a'_j\langle e_i,e'_j\rangle$. Either the overlap vanishes or $a_i=a'_j$, so in both cases $f(a_i)\langle e_i,e'_j\rangle=f(a'_j)\langle e_i,e'_j\rangle$. Hence the first construction also multiplies $e'_j$ by $f(a'_j)$.

## Variance as a sum over pairs of levels

Let $Te_i=t_ie_i$ with real $t_i$. Expanding $\psi$ in the basis gives $\langle e_i,T\psi\rangle=t_i\langle e_i,\psi\rangle$. With populations $p_i=|\langle e_i,\psi\rangle|^2$, which sum to one, the mean is $m=\sum_i p_it_i$, and Parseval's identity gives
$$\mathrm{Var}(T)=\sum_i p_i(t_i-m)^2=s-m^2,\qquad s=\sum_i p_it_i^2 .$$
Expanding the square also gives
$$\sum_{i,j}p_ip_j(t_i-t_j)^2=s-2m^2+s=2(s-m^2).$$
The variance is therefore half this pair sum. Applying this to $A$ and to $f(A)$,
$$L^2\mathrm{Var}(A)-\mathrm{Var}(f(A))=\tfrac12\sum_{i,j}p_ip_j\left[L^2(a_i-a_j)^2-(f(a_i)-f(a_j))^2\right].$$
Squaring the hypothesis shows that each bracket is nonnegative, which proves the bound. The sum is zero exactly when each term is zero, that is, when the bracket vanishes for every populated pair. Taking nonnegative square roots gives the equality condition.

## The absolute value on three levels

For the state above and $f(x)=|x|$, we may take $L=1$. The values of $|A|$ are $1,0,2$, with mean $1$ and variance $\tfrac14+\tfrac14=\tfrac12$, below $\mathrm{Var}(A)=\tfrac32$. The difference of $1$ comes entirely from the levels $-1$ and $2$: their two ordered pairs contribute $\tfrac12\cdot2\cdot\tfrac18(9-1)=1$.

## Reading the Lean statements

`E` is the complex state space, and the finite index type of `OrthonormalBasis ι ℂ E` makes it finite-dimensional. In `variance_functionOf_le`, `hA` says that `e` is an eigenbasis of `A` with real eigenvalues `a`, `hf` restricts `f` only on those eigenvalues, and `hψ` normalises the state. The conclusion contains the inequality and the equality criterion.

`variance_lipschitz_le` takes a Hermitian operator (`A.IsSymmetric`) and a condition on `f` at all real arguments, and concludes the inequality. Mixed states and unbounded operators such as position are not covered.

```lean
import Mathlib

open scoped InnerProductSpace

namespace VarianceOfFunction

noncomputable section

variable {E ι κ : Type*} [NormedAddCommGroup E] [InnerProductSpace ℂ E]
  [Fintype ι] [Fintype κ]

/-- The variance of the operator `T` in the state `ψ`: the squared length of `(T - ⟨T⟩) ψ`. -/
def variance (T : E →ₗ[ℂ] E) (ψ : E) : ℝ := ‖T ψ - ⟪ψ, T ψ⟫_ℂ • ψ‖ ^ 2

/-- The operator `f(A)`, built from an orthonormal eigenbasis `e` of `A` with eigenvalues `a`:
it multiplies `e i` by `f (a i)`. -/
def functionOf (e : OrthonormalBasis ι ℂ E) (a : ι → ℝ) (f : ℝ → ℝ) : E →ₗ[ℂ] E :=
  e.toBasis.constr ℂ (fun i => (f (a i) : ℂ) • e i)

/-- Each eigenvector of `A` in the basis is an eigenvector of `f(A)` with eigenvalue `f (a i)`. -/
theorem functionOf_apply (e : OrthonormalBasis ι ℂ E) (a : ι → ℝ) (f : ℝ → ℝ) (i : ι) :
    functionOf e a f (e i) = (f (a i) : ℂ) • e i := by
  have h := e.toBasis.constr_basis ℂ (fun i => (f (a i) : ℂ) • e i) i
  rw [OrthonormalBasis.coe_toBasis] at h
  exact h

/-- An operator diagonal in the basis `e` multiplies each amplitude of a state by the
corresponding eigenvalue. -/
theorem amplitude_apply (e : OrthonormalBasis ι ℂ E) (t : ι → ℝ) (T : E →ₗ[ℂ] E)
    (hT : ∀ i, T (e i) = (t i : ℂ) • e i) (ψ : E) (i : ι) :
    ⟪e i, T ψ⟫_ℂ = (t i : ℂ) * ⟪e i, ψ⟫_ℂ := by
  classical
  conv_lhs => rw [← e.sum_repr' ψ]
  simp only [map_sum, map_smul, hT, inner_sum, inner_smul_right,
    orthonormal_iff_ite.mp e.orthonormal, mul_ite, mul_one, mul_zero,
    Finset.sum_ite_eq, Finset.mem_univ, if_true]
  ring

/-- The operator `f(A)` does not depend on which orthonormal eigenbasis of `A` is used. -/
theorem functionOf_unique (e : OrthonormalBasis ι ℂ E) (a : ι → ℝ)
    (e' : OrthonormalBasis κ ℂ E) (a' : κ → ℝ) (A : E →ₗ[ℂ] E)
    (hA : ∀ i, A (e i) = (a i : ℂ) • e i) (hA' : ∀ j, A (e' j) = (a' j : ℂ) • e' j)
    (f : ℝ → ℝ) : functionOf e a f = functionOf e' a' f := by
  refine e'.toBasis.ext fun j => ?_
  rw [OrthonormalBasis.coe_toBasis, functionOf_apply e' a' f j]
  have hx : ∀ i, ⟪e i, functionOf e a f (e' j)⟫_ℂ = ⟪e i, (f (a' j) : ℂ) • e' j⟫_ℂ := by
    intro i
    rw [amplitude_apply e (fun i => f (a i)) _ (functionOf_apply e a f), inner_smul_right]
    by_cases h : a i = a' j
    · rw [h]
    · -- eigenvectors with different eigenvalues are orthogonal
      have h1 := amplitude_apply e a A hA (e' j) i
      rw [hA' j, inner_smul_right] at h1
      have h2 : ((a i : ℂ) - (a' j : ℂ)) * ⟪e i, e' j⟫_ℂ = 0 := by
        linear_combination -h1
      have h3 : (a i : ℂ) - (a' j : ℂ) ≠ 0 :=
        sub_ne_zero.2 fun h4 => h (Complex.ofReal_injective h4)
      rw [(mul_eq_zero.1 h2).resolve_left h3, mul_zero, mul_zero]
  rw [← e.sum_repr' (functionOf e a f (e' j)), ← e.sum_repr' ((f (a' j) : ℂ) • e' j)]
  exact Finset.sum_congr rfl fun i _ => by rw [hx i]

/-- For weights of total one, the weighted sum of squared deviations from the weighted mean is half
the sum, over ordered pairs, of the product of weights times the squared difference. -/
theorem weighted_pairs (p t : ι → ℝ) (hp : ∑ i, p i = 1) :
    ∑ i, p i * (t i - ∑ k, p k * t k) ^ 2
      = 1 / 2 * ∑ i, ∑ j, p i * p j * (t i - t j) ^ 2 := by
  obtain ⟨m, hm⟩ : ∃ m, m = ∑ k, p k * t k := ⟨_, rfl⟩
  obtain ⟨s, hs⟩ : ∃ s, s = ∑ k, p k * t k ^ 2 := ⟨_, rfl⟩
  -- second moment about an arbitrary point c
  have h (c : ℝ) : ∑ j, p j * (t j - c) ^ 2 = s - 2 * c * m + c ^ 2 := by
    calc ∑ j, p j * (t j - c) ^ 2
        = ∑ j, (p j * t j ^ 2 - 2 * c * (p j * t j) + c ^ 2 * p j) :=
          Finset.sum_congr rfl fun j _ => by ring
      _ = s - 2 * c * m + c ^ 2 := by
          rw [Finset.sum_add_distrib, Finset.sum_sub_distrib, ← Finset.mul_sum,
            ← Finset.mul_sum, hp, ← hm, ← hs, mul_one]
  have h2 : ∑ i, ∑ j, p i * p j * (t i - t j) ^ 2
      = ∑ i, (p i * (t i - m) ^ 2 + (s - m ^ 2) * p i) := by
    refine Finset.sum_congr rfl fun i _ => ?_
    calc ∑ j, p i * p j * (t i - t j) ^ 2 = p i * ∑ j, p j * (t j - t i) ^ 2 := by
          rw [Finset.mul_sum]
          exact Finset.sum_congr rfl fun j _ => by ring
      _ = p i * (t i - m) ^ 2 + (s - m ^ 2) * p i := by rw [h]; ring
  rw [← hm, h2, Finset.sum_add_distrib, ← Finset.mul_sum, hp, h]
  ring

/-- In a unit state, the variance of an operator diagonal in `e` is half the sum, over ordered pairs
of levels, of the product of populations times the squared eigenvalue difference. -/
theorem variance_eq_pairs (e : OrthonormalBasis ι ℂ E) (t : ι → ℝ) (T : E →ₗ[ℂ] E)
    (hT : ∀ i, T (e i) = (t i : ℂ) • e i) (ψ : E) (hψ : ‖ψ‖ = 1) :
    variance T ψ = 1 / 2 * ∑ i, ∑ j,
      ‖⟪e i, ψ⟫_ℂ‖ ^ 2 * ‖⟪e j, ψ⟫_ℂ‖ ^ 2 * (t i - t j) ^ 2 := by
  have hp : ∑ i, ‖⟪e i, ψ⟫_ℂ‖ ^ 2 = 1 := by
    rw [e.sum_sq_norm_inner_right, hψ, one_pow]
  -- the expectation value is the population-weighted mean of the eigenvalues
  have hmean : ⟪ψ, T ψ⟫_ℂ = ((∑ i, ‖⟪e i, ψ⟫_ℂ‖ ^ 2 * t i : ℝ) : ℂ) := by
    rw [← e.sum_inner_mul_inner ψ (T ψ)]
    push_cast
    refine Finset.sum_congr rfl fun i _ => ?_
    have h : ⟪ψ, e i⟫_ℂ * ⟪e i, ψ⟫_ℂ = (‖⟪e i, ψ⟫_ℂ‖ : ℂ) ^ 2 := by
      rw [← inner_conj_symm ψ (e i), Complex.conj_mul']
    rw [amplitude_apply e t T hT]
    linear_combination (t i : ℂ) * h
  rw [← weighted_pairs (fun i => ‖⟪e i, ψ⟫_ℂ‖ ^ 2) t hp, variance, hmean,
    ← e.sum_sq_norm_inner_right]
  refine Finset.sum_congr rfl fun i _ => ?_
  rw [inner_sub_right, inner_smul_right, amplitude_apply e t T hT, ← sub_mul, norm_mul,
    mul_pow, ← Complex.ofReal_sub, Complex.norm_real, Real.norm_eq_abs, sq_abs, mul_comm]

/-- The difference `L² Var(A) - Var(f(A))` as a sum over pairs of levels. -/
theorem variance_deficit (e : OrthonormalBasis ι ℂ E) (a : ι → ℝ) (A : E →ₗ[ℂ] E)
    (hA : ∀ i, A (e i) = (a i : ℂ) • e i) (f : ℝ → ℝ) (L : ℝ) (ψ : E) (hψ : ‖ψ‖ = 1) :
    L ^ 2 * variance A ψ - variance (functionOf e a f) ψ
      = 1 / 2 * ∑ i, ∑ j, ‖⟪e i, ψ⟫_ℂ‖ ^ 2 * ‖⟪e j, ψ⟫_ℂ‖ ^ 2 *
          (L ^ 2 * (a i - a j) ^ 2 - (f (a i) - f (a j)) ^ 2) := by
  rw [variance_eq_pairs e a A hA ψ hψ,
    variance_eq_pairs e (fun i => f (a i)) _ (functionOf_apply e a f) ψ hψ]
  simp only [Finset.mul_sum, ← Finset.sum_sub_distrib]
  exact Finset.sum_congr rfl fun i _ => Finset.sum_congr rfl fun j _ => by ring

/-- If `f` stretches distances between eigenvalues of `A` by at most a factor `L`, then
`Var(f(A)) ≤ L² Var(A)` in every unit state. Equality holds exactly when `f` stretches the
distance between any two populated levels by the factor `L`. -/
theorem variance_functionOf_le (e : OrthonormalBasis ι ℂ E) (a : ι → ℝ) (A : E →ₗ[ℂ] E)
    (hA : ∀ i, A (e i) = (a i : ℂ) • e i) (f : ℝ → ℝ) (L : ℝ)
    (hf : ∀ i j, |f (a i) - f (a j)| ≤ L * |a i - a j|) (ψ : E) (hψ : ‖ψ‖ = 1) :
    variance (functionOf e a f) ψ ≤ L ^ 2 * variance A ψ ∧
    (variance (functionOf e a f) ψ = L ^ 2 * variance A ψ ↔
      ∀ i j, ⟪e i, ψ⟫_ℂ ≠ 0 → ⟪e j, ψ⟫_ℂ ≠ 0 →
        |f (a i) - f (a j)| = L * |a i - a j|) := by
  have hd := variance_deficit e a A hA f L ψ hψ
  -- every pair contributes a nonnegative amount
  have hG : ∀ i j, 0 ≤ ‖⟪e i, ψ⟫_ℂ‖ ^ 2 * ‖⟪e j, ψ⟫_ℂ‖ ^ 2 *
      (L ^ 2 * (a i - a j) ^ 2 - (f (a i) - f (a j)) ^ 2) := by
    intro i j
    have h := pow_le_pow_left₀ (abs_nonneg _) (hf i j) 2
    rw [mul_pow, sq_abs, sq_abs] at h
    exact mul_nonneg (by positivity) (sub_nonneg.2 h)
  have hS := Finset.sum_nonneg fun i (_ : i ∈ Finset.univ) =>
    Finset.sum_nonneg fun j (_ : j ∈ Finset.univ) => hG i j
  refine ⟨by linarith, fun h i j hi hj => ?_, fun h => ?_⟩
  · -- a vanishing sum of nonnegative terms vanishes term by term
    have h0 := (Finset.sum_eq_zero_iff_of_nonneg fun i _ =>
      Finset.sum_nonneg fun j _ => hG i j).1 (by linarith) i (Finset.mem_univ i)
    have h1 := (Finset.sum_eq_zero_iff_of_nonneg fun j _ => hG i j).1 h0 j (Finset.mem_univ j)
    have h2 := (mul_eq_zero.1 h1).resolve_left
      (mul_ne_zero (pow_ne_zero 2 (norm_ne_zero_iff.2 hi)) (pow_ne_zero 2 (norm_ne_zero_iff.2 hj)))
    refine (pow_left_inj₀ (abs_nonneg _) ((abs_nonneg _).trans (hf i j)) two_ne_zero).1 ?_
    rw [mul_pow, sq_abs, sq_abs]
    linarith
  · rw [Finset.sum_eq_zero fun i _ => Finset.sum_eq_zero fun j _ => ?_] at hd
    · linarith
    · by_cases hi : ⟪e i, ψ⟫_ℂ = 0
      · simp [hi]
      by_cases hj : ⟪e j, ψ⟫_ℂ = 0
      · simp [hj]
      have h1 := congrArg (fun x : ℝ => x ^ 2) (h i j hi hj)
      simp only [mul_pow, sq_abs] at h1
      rw [h1, sub_self, mul_zero]

/-- For every Hermitian `A` on a finite-dimensional space and every real function `f` with Lipschitz
constant `L`, each unit state satisfies `Var(f(A)) ≤ L² Var(A)`. -/
theorem variance_lipschitz_le [FiniteDimensional ℂ E] (A : E →ₗ[ℂ] E) (hA : A.IsSymmetric)
    (f : ℝ → ℝ) (L : ℝ) (hf : ∀ x y, |f x - f y| ≤ L * |x - y|) (ψ : E) (hψ : ‖ψ‖ = 1) :
    variance (functionOf (hA.eigenvectorBasis rfl) (hA.eigenvalues rfl) f) ψ
      ≤ L ^ 2 * variance A ψ :=
  (variance_functionOf_le _ _ A (fun i => hA.apply_eigenvectorBasis rfl i) f L
    (fun _ _ => hf _ _) ψ hψ).1

/-- In a unit state of a finite-dimensional space, the absolute value of a Hermitian observable has
at most the variance of the observable. -/
theorem variance_abs_le [FiniteDimensional ℂ E] (A : E →ₗ[ℂ] E) (hA : A.IsSymmetric)
    (ψ : E) (hψ : ‖ψ‖ = 1) :
    variance (functionOf (hA.eigenvectorBasis rfl) (hA.eigenvalues rfl) (fun x => |x|)) ψ
      ≤ variance A ψ := by
  have h := variance_lipschitz_le A hA (fun x => |x|) 1
    (fun x y => by simpa only [Real.norm_eq_abs, one_mul] using abs_norm_sub_norm_le x y) ψ hψ
  rwa [one_pow, one_mul] at h

end

end VarianceOfFunction
```

```lean
#print axioms VarianceOfFunction.functionOf_unique
#print axioms VarianceOfFunction.variance_lipschitz_le
#print axioms VarianceOfFunction.variance_abs_le
```

```
'VarianceOfFunction.functionOf_unique' depends on axioms: [propext, Classical.choice, Quot.sound]
'VarianceOfFunction.variance_lipschitz_le' depends on axioms: [propext, Classical.choice, Quot.sound]
'VarianceOfFunction.variance_abs_le' depends on axioms: [propext, Classical.choice, Quot.sound]
```

## How the proof follows the calculation

`functionOf_apply` recovers the defining action on eigenvectors, and `amplitude_apply` is the rule for amplitudes. `functionOf_unique` applies both operators to each vector of the second basis and compares the amplitudes of the results in the first basis, splitting on whether `a i = a' j`.

`weighted_pairs` computes the second moment about an arbitrary point `c`, then uses it with `c` equal to an eigenvalue and to the mean. `variance_eq_pairs` inserts the populations through Parseval's identity, and `variance_deficit` subtracts the two pair sums.

In `variance_functionOf_le`, `hG` establishes the sign of each term and `linarith` turns the nonnegative sum into the bound. For equality, `Finset.sum_eq_zero_iff_of_nonneg` isolates a single pair, its nonzero populations are cancelled, and `pow_left_inj₀` removes the squares. The converse makes every term zero, treating unpopulated levels separately.

The Hermitian version supplies Mathlib's `eigenvectorBasis`. `variance_abs_le` then sets $L=1$, using the reverse triangle inequality $\bigl||x|-|y|\bigr|\le|x-y|$.
